# H₂⁺ in the minimal 1s basis: antibonding energy above −1/2 hartree at every distance, bonding energy below it from 2 bohr on

Bring a proton up to a hydrogen atom. The single electron can now spread over both nuclei, which may hold them together, while the nuclei repel each other. In the simplest molecular-orbital description the electron occupies the sum or the difference of the two 1s orbitals, both taken positive. At which distances do these two states lie below the energy of the separated atom and proton?

Atomic units are used, with distances in bohr and energies in hartree, so the separated system has energy −1/2. The answer for this one-electron model with fixed 1s orbitals is that the difference lies above −1/2 at every distance R > 0, and the sum lies below −1/2 for every R ≥ 2. The sum crosses −1/2 exactly once, between 3/2 and 8/5 bohr. These signs justify the labels "antibonding" and "bonding" within the model.

## From the integrals to the energy shifts

Let φ_A and φ_B be the normalised, positive hydrogen 1s orbitals on nuclei A and B, held at distance R, and let r_A and r_B be the distances of the electron from the nuclei. The Hamiltonian, with nuclear repulsion included, is

H = −½∇² − 1/r_A − 1/r_B + 1/R.

Three integrals are needed, with these closed forms:

S = ∫ φ_A φ_B = exp(−R) (1 + R + R²/3)

V = ∫ φ_A² / r_B = 1/R − (1 + 1/R) exp(−2R)

X = ∫ φ_A φ_B / r_A = (1 + R) exp(−R)

Each orbital is an eigenfunction of its own atomic Hamiltonian with energy −1/2. Hence

H_AA = −1/2 + 1/R − V = −1/2 + j, with j = (1 + 1/R) exp(−2R),

H_AB = (−1/2 + 1/R) S − X = −S/2 + k.

Here k = S/R − X, which is

k = exp(−R) (1/R + 1 + R/3 − 1 − R) = (1/R − 2R/3) exp(−R).

The nuclei are equivalent, so the Hamiltonian matrix sends (1, ±1) to (H_AA ± H_AB)(1, ±1), and the overlap matrix sends it to (1 ± S)(1, ±1). The energies are therefore

E± = (H_AA ± H_AB)/(1 ± S) = −1/2 + (j ± k)/(1 ± S).

Both denominators are positive: S > 0 is clear, and S < 1 follows from

1 + R + R²/3 < 1 + R + R²/2 ≤ exp(R).

Only the signs of j ± k remain to be found.

## The signs of j − k and j + k

Taking out a common positive factor gives

j ± k = (exp(−R)/R) [X ± (1 − 2R²/3)].

For the antibonding state the bracket is X − 1 + 2R²/3. If R < 3, then exp(−R/3) ≥ 1 − R/3 > 0, and cubing gives exp(−R) ≥ (1 − R/3)³. Since

(1 + R)(1 − R/3)³ = 1 − 2R²/3 + 8R³/27 − R⁴/27,

the bracket is at least R³(8 − R)/27, which is positive. If R ≥ 3, then 2R²/3 ≥ 6 and X > 0, so the bracket is again positive.

For the bonding state the bracket is

g(R) = X + 1 − 2R²/3.

The derivative of X is −R exp(−R), so X does not increase, and g is strictly decreasing for R > 0. At the two ends of a short interval:

g(3/2) = (5/2) exp(−3/2) − 1/2 > 0, because exp(−3/2) ≥ (9/10)¹⁵ > 1/5;

g(8/5) = (13/5) exp(−8/5) − 53/75 < 0, because exp(8/5) ≥ 1 + 8/5 + 32/25 = 97/25.

By continuity g vanishes at some R₀ between 3/2 and 8/5, and by monotonicity nowhere else. Every R ≥ 2 lies beyond R₀, where j + k < 0.

The bonding claim fails if R > 0 is all that is assumed. At R = 1,

j + k = 2 exp(−2) + (1/3) exp(−1) > 0,

so the bonding energy lies above −1/2. This shows that a lower bound greater than 1 is needed, though not that it must be 2; the crossing theorem already gives the result from 8/5 on.

## Integrals, matrices and energies as definitions

In Lean 4 with Mathlib:

```lean
import Mathlib

open Matrix

namespace HydrogenMolecularIon

noncomputable section
```

The distance `R` is a real number, and the integrals enter as functions of it.

```lean
/-- Overlap integral of two hydrogen 1s orbitals at distance `R` (atomic units). -/
def overlap (R : ℝ) : ℝ := Real.exp (-R) * (1 + R + R ^ 2 / 3)

/-- Attraction integral of a 1s density to the other nucleus, in closed form, for `R > 0`. -/
def attraction (R : ℝ) : ℝ := 1 / R - (1 + 1 / R) * Real.exp (-2 * R)

/-- Exchange integral: attraction of the 1s-1s overlap density to one nucleus. -/
def exchange (R : ℝ) : ℝ := (1 + R) * Real.exp (-R)
```

These are S, V and X. The theorems start from the closed forms; their identification with integrals over three-dimensional space is the step that links the model to the molecule, and it is taken as input. The name `exchange` is customary but has nothing to do with exchange between electrons, since there is only one.

```lean
/-- Diagonal element of the Hamiltonian, nuclear repulsion included, for `R > 0`. -/
def hAA (R : ℝ) : ℝ := -1 / 2 + 1 / R - attraction R

/-- Off-diagonal element of the Hamiltonian, nuclear repulsion included, for `R > 0`. -/
def hAB (R : ℝ) : ℝ := (-1 / 2 + 1 / R) * overlap R - exchange R

/-- Hamiltonian matrix of H2+ in the minimal 1s basis, for `R > 0`. -/
def hamiltonian (R : ℝ) : Matrix (Fin 2) (Fin 2) ℝ := !![hAA R, hAB R; hAB R, hAA R]

/-- Overlap matrix of the minimal 1s basis. -/
def overlapMatrix (R : ℝ) : Matrix (Fin 2) (Fin 2) ℝ := !![1, overlap R; overlap R, 1]
```

The index type `Fin 2` labels the orbitals: 0 is A and 1 is B. Textbooks often add the nuclear repulsion at the end; here it is already in the matrix elements.

```lean
/-- Energy of the in-phase combination of the two 1s orbitals, for `R > 0`. -/
def bondingEnergy (R : ℝ) : ℝ := (hAA R + hAB R) / (1 + overlap R)

/-- Energy of the out-of-phase combination of the two 1s orbitals, for `R > 0`. -/
def antibondingEnergy (R : ℝ) : ℝ := (hAA R - hAB R) / (1 - overlap R)

/-- The direct term `j`, for `R > 0`. -/
def j (R : ℝ) : ℝ := (1 + 1 / R) * Real.exp (-2 * R)

/-- The resonance term `k`, for `R > 0`. -/
def k (R : ℝ) : ℝ := (1 / R - 2 * R / 3) * Real.exp (-R)
```

The letters need care. In some texts J and K denote the bare attraction and exchange integrals; here `j` = 1/R − V and `k` = S/R − X also contain the nuclear repulsion. The formulas carry their physical meaning for `R > 0`, which every theorem about the energies assumes.

## The overlap and the two eigenvectors

```lean
/-- At any distance `R > 0` the overlap lies strictly between 0 and 1. -/
theorem overlap_bounds {R : ℝ} (hR : 0 < R) : 0 < overlap R ∧ overlap R < 1 := by
  unfold overlap
  refine ⟨by positivity, ?_⟩
  have hq := Real.quadratic_le_exp_of_nonneg hR.le
  calc Real.exp (-R) * (1 + R + R ^ 2 / 3) < Real.exp (-R) * Real.exp R :=
        mul_lt_mul_of_pos_left (by nlinarith [pow_pos hR 2]) (Real.exp_pos _)
    _ = 1 := by rw [← Real.exp_add]; simp
```

The library lemma `Real.quadratic_le_exp_of_nonneg` supplies 1 + R + R²/2 ≤ exp(R). Multiplying by exp(−R) gives S < 1.

```lean
/-- For `R > 0` the in-phase and out-of-phase combinations solve the generalised eigenvalue
problem of the minimal basis, with the bonding and antibonding energies. -/
theorem secular_solutions {R : ℝ} (hR : 0 < R) :
    hamiltonian R *ᵥ ![1, 1] = bondingEnergy R • (overlapMatrix R *ᵥ ![1, 1]) ∧
    hamiltonian R *ᵥ ![1, -1] = antibondingEnergy R • (overlapMatrix R *ᵥ ![1, -1]) := by
  obtain ⟨h0, h1⟩ := overlap_bounds hR
  have hb : bondingEnergy R * (1 + overlap R) = hAA R + hAB R :=
    div_mul_cancel₀ _ (by linarith : 1 + overlap R ≠ 0)
  have ha : antibondingEnergy R * (1 - overlap R) = hAA R - hAB R :=
    div_mul_cancel₀ _ (sub_pos.mpr h1).ne'
  constructor
  · ext i
    fin_cases i <;>
      simp [hamiltonian, overlapMatrix, Matrix.mulVec, dotProduct, Fin.sum_univ_two] <;>
      linear_combination -hb
  · ext i
    fin_cases i <;>
      simp [hamiltonian, overlapMatrix, Matrix.mulVec, dotProduct, Fin.sum_univ_two]
    · linear_combination -ha
    · linear_combination ha
```

This is the generalised eigenvalue equation H c = E S c, with S now the overlap matrix, for c = (1, 1) and c = (1, −1). The vectors are unnormalised; the normalised coefficients are (1, ±1)/√(2(1 ± S)), with S the overlap integral. The facts `hb` and `ha` clear the denominators in the energies. After `fin_cases` has split each vector equation into its two components, `linear_combination` derives each component from one of these facts.

## Energy shifts and the common factor

```lean
/-- For `R > 0` the two energies differ from the 1s energy `-1/2` by
`(j + k) / (1 + S)` and `(j - k) / (1 - S)`, where `S` is the overlap. -/
theorem energy_shifts {R : ℝ} (hR : 0 < R) :
    bondingEnergy R = -1 / 2 + (j R + k R) / (1 + overlap R) ∧
    antibondingEnergy R = -1 / 2 + (j R - k R) / (1 - overlap R) := by
  obtain ⟨h0, h1⟩ := overlap_bounds hR
  have hp : 1 + overlap R ≠ 0 := (by linarith : 0 < 1 + overlap R).ne'
  have hm : 1 - overlap R ≠ 0 := (sub_pos.mpr h1).ne'
  have hi : R * R⁻¹ = 1 := mul_inv_cancel₀ hR.ne'
  have hA : hAA R = -1 / 2 + j R := by unfold hAA attraction j; ring
  have hB : hAB R = -overlap R / 2 + k R := by
    unfold hAB overlap exchange k
    linear_combination (Real.exp (-R) + R * Real.exp (-R) / 3) * hi
  constructor
  · rw [bondingEnergy, hA, hB, div_eq_iff hp, add_mul, div_mul_cancel₀ _ hp]; ring
  · rw [antibondingEnergy, hA, hB, div_eq_iff hm, add_mul, div_mul_cancel₀ _ hm]; ring
```

The intermediate equations `hA` and `hB` are H_AA = −1/2 + j and H_AB = −S/2 + k. The second needs R · R⁻¹ = 1, recorded as `hi`, to simplify S/R. Dividing by 1 ± S then gives the shifts.

```lean
/-- For `R > 0` the combinations `j + k` and `j - k` share the factor `exp(-R)/R`; what remains
compares the exchange integral with a parabola. -/
theorem factorisation {R : ℝ} (hR : 0 < R) :
    j R + k R = Real.exp (-R) / R * (exchange R + 1 - 2 * R ^ 2 / 3) ∧
    j R - k R = Real.exp (-R) / R * (exchange R - 1 + 2 * R ^ 2 / 3) := by
  have hi : R * R⁻¹ = 1 := mul_inv_cancel₀ hR.ne'
  have h2 : Real.exp (-2 * R) = Real.exp (-R) * Real.exp (-R) := by
    rw [← Real.exp_add]; congr 1; ring
  unfold j k exchange
  rw [h2]
  constructor
  · linear_combination (-(Real.exp (-R)) ^ 2 + 2 / 3 * R * Real.exp (-R)) * hi
  · linear_combination (-(Real.exp (-R)) ^ 2 - 2 / 3 * R * Real.exp (-R)) * hi
```

Writing exp(−2R) as exp(−R)² exposes the common factor. What is left is the bracket from the derivation, with X written as `exchange R`.

## Monotonicity without a derivative

```lean
/-- The exchange integral does not increase as the nuclei move apart. -/
theorem exchange_antitone {a b : ℝ} (ha : 0 ≤ a) (hab : a ≤ b) : exchange b ≤ exchange a := by
  have h1 : 1 + b ≤ (1 + a) * Real.exp (b - a) := by
    nlinarith [mul_le_mul_of_nonneg_left (Real.add_one_le_exp (b - a))
      (by linarith : 0 ≤ 1 + a), mul_nonneg ha (sub_nonneg.mpr hab)]
  have h2 : Real.exp (b - a) * Real.exp (-b) = Real.exp (-a) := by
    rw [← Real.exp_add]; congr 1; ring
  calc exchange b ≤ (1 + a) * Real.exp (b - a) * Real.exp (-b) :=
        mul_le_mul_of_nonneg_right h1 (Real.exp_pos _).le
    _ = exchange a := by rw [mul_assoc, h2, exchange]
```

For 0 ≤ a ≤ b the proof replaces differentiation by an inequality. The product (1 + a)(1 + b − a) exceeds 1 + b by a(b − a) ≥ 0, and 1 + b − a ≤ exp(b − a). Hence 1 + b ≤ (1 + a) exp(b − a), and multiplying by exp(−b) gives X(b) ≤ X(a).

## The antibonding sign

```lean
/-- The antibonding combination `j - k` is positive at every distance `R > 0`. -/
theorem antibonding_pos {R : ℝ} (hR : 0 < R) : 0 < j R - k R := by
  rw [(factorisation hR).2]
  refine mul_pos (div_pos (Real.exp_pos _) hR) ?_
  unfold exchange
  rcases lt_or_ge R 3 with h | h
  · -- the cube of the tangent-line bound for exp(-R/3)
    have he : Real.exp (-R) = Real.exp (-R / 3) ^ 3 := by
      rw [← Real.exp_nat_mul]; congr 1; push_cast; ring
    have hc : (1 - R / 3) ^ 3 ≤ Real.exp (-R) := by
      rw [he]
      exact pow_le_pow_left₀ (by linarith) (by linarith [Real.add_one_le_exp (-R / 3)]) 3
    have hp : 0 < R ^ 3 * (8 - R) := mul_pos (pow_pos hR 3) (by linarith)
    nlinarith [mul_le_mul_of_nonneg_left hc (by linarith : 0 ≤ 1 + R)]
  · have hx : 0 < (1 + R) * Real.exp (-R) := by positivity
    nlinarith
```

After the positive factor has been removed, `rcases` splits the problem at R = 3. In the first case `hc` is the cubed tangent-line bound and `hp` the positivity of R³(8 − R); `nlinarith` combines them into the polynomial estimate above. In the second the quadratic term suffices.

## The single bonding crossing

```lean
/-- There is a distance `R₀` between 3/2 and 8/5 bohr such that, for `R > 0`, `j + k` is negative
exactly beyond `R₀` and positive exactly below it. -/
theorem bonding_sign_change : ∃ R₀ : ℝ, 3 / 2 < R₀ ∧ R₀ < 8 / 5 ∧
    ∀ R : ℝ, 0 < R → (j R + k R < 0 ↔ R₀ < R) ∧ (0 < j R + k R ↔ R < R₀) := by
  let g : ℝ → ℝ := fun R => exchange R + 1 - 2 * R ^ 2 / 3
  have hanti : ∀ a b : ℝ, 0 < a → a < b → g b < g a := by
    intro a b ha hab
    have := exchange_antitone ha.le hab.le
    change exchange b + 1 - 2 * b ^ 2 / 3 < exchange a + 1 - 2 * a ^ 2 / 3
    nlinarith
  have hl : 0 < g (3 / 2) := by
    have he : Real.exp (-(3 / 2)) = Real.exp (-1 / 10) ^ 15 := by
      rw [← Real.exp_nat_mul]; congr 1; norm_num
    have hc : (9 / 10 : ℝ) ^ 15 ≤ Real.exp (-(3 / 2)) := by
      rw [he]
      exact pow_le_pow_left₀ (by norm_num) (by linarith [Real.add_one_le_exp (-1 / 10 : ℝ)]) 15
    change 0 < (1 + 3 / 2) * Real.exp (-(3 / 2)) + 1 - 2 * (3 / 2 : ℝ) ^ 2 / 3
    norm_num at hc ⊢
    linarith
  have hr : g (8 / 5) < 0 := by
    have hq := Real.quadratic_le_exp_of_nonneg (by norm_num : (0 : ℝ) ≤ 8 / 5)
    have he : Real.exp (-(8 / 5)) * Real.exp (8 / 5) = 1 := by
      rw [← Real.exp_add]; simp
    have hm := mul_le_mul_of_nonneg_left hq (Real.exp_pos (-(8 / 5))).le
    rw [he] at hm
    change (1 + 8 / 5) * Real.exp (-(8 / 5)) + 1 - 2 * (8 / 5 : ℝ) ^ 2 / 3 < 0
    linarith
  have hcont : Continuous g := by
    change Continuous (fun R : ℝ => (1 + R) * Real.exp (-R) + 1 - 2 * R ^ 2 / 3)
    fun_prop
  -- the crossing exists by continuity and is unique by monotonicity
  obtain ⟨R₀, hmem, hz⟩ := intermediate_value_Icc' (by norm_num : (3 / 2 : ℝ) ≤ 8 / 5)
    hcont.continuousOn ⟨hr.le, hl.le⟩
  have h1 : 3 / 2 < R₀ := lt_of_le_of_ne hmem.1 (by
    intro h; rw [← h] at hz; linarith)
  have h2 : R₀ < 8 / 5 := lt_of_le_of_ne hmem.2 (by
    intro h; rw [h] at hz; linarith)
  refine ⟨R₀, h1, h2, fun R hR => ?_⟩
  have hf : j R + k R = Real.exp (-R) / R * g R := (factorisation hR).1
  have hp : 0 < Real.exp (-R) / R := div_pos (Real.exp_pos _) hR
  rcases lt_trichotomy R R₀ with h | h | h
  · have hs : 0 < j R + k R := by
      rw [hf]; exact mul_pos hp (by linarith [hanti R R₀ hR h])
    constructor <;> constructor <;> intro _ <;> linarith
  · have hs : j R + k R = 0 := by rw [hf, h, hz, mul_zero]
    constructor <;> constructor <;> intro _ <;> linarith
  · have hs : j R + k R < 0 := by
      rw [hf]; exact mul_neg_of_pos_of_neg hp (by linarith [hanti R₀ R (by linarith) h])
    constructor <;> constructor <;> intro _ <;> linarith
```

The theorem says that some R₀ strictly between 3/2 and 8/5 separates the signs: for positive R, j + k is negative precisely when R > R₀ and positive precisely when R < R₀.

In the proof, `hanti` states that g is strictly decreasing, and `hl` and `hr` are the two endpoint estimates. The bound at 3/2 comes from raising exp(−1/10) ≥ 9/10 to the fifteenth power. The intermediate value theorem then produces a zero in the closed interval, and the nonzero endpoint values place it strictly inside. Finally `lt_trichotomy` compares an arbitrary R with R₀, and each case yields the sign of j + k.

## Both energies against the separated limit

```lean
/-- In the minimal 1s basis of H2+, the antibonding energy lies above the energy `-1/2` of a
separated hydrogen atom and proton for all `R > 0`, and the bonding energy lies below it for
all `R ≥ 2`. -/
theorem bonding_and_antibonding {R : ℝ} (hR : 0 < R) :
    -1 / 2 < antibondingEnergy R ∧ (2 ≤ R → bondingEnergy R < -1 / 2) := by
  obtain ⟨h0, h1⟩ := overlap_bounds hR
  constructor
  · rw [(energy_shifts hR).2]
    linarith [div_pos (antibonding_pos hR) (sub_pos.mpr h1)]
  · intro h
    obtain ⟨R₀, _, hlt, hsign⟩ := bonding_sign_change
    have hneg : j R + k R < 0 := (hsign R hR).1.mpr (by linarith)
    rw [(energy_shifts hR).1]
    linarith [div_neg_of_neg_of_pos hneg (by linarith : 0 < 1 + overlap R)]

end

end HydrogenMolecularIon
```

For any R > 0 the first part gives E₋ > −1/2, and the second gives E₊ < −1/2 under the further condition R ≥ 2. The proof inserts the signs of j ± k into the energy shifts and divides by the positive numbers 1 ± S.

The antibonding statement compares energies with the separated limit; it does not say that the energy falls steadily as R grows, which would be a statement about the force. Both parts concern clamped nuclei and orbitals whose exponent stays at its atomic value.

```lean
#print axioms HydrogenMolecularIon.secular_solutions
-- 'HydrogenMolecularIon.secular_solutions' depends on axioms: [propext, Classical.choice, Quot.sound]
#print axioms HydrogenMolecularIon.bonding_and_antibonding
-- 'HydrogenMolecularIon.bonding_and_antibonding' depends on axioms: [propext, Classical.choice, Quot.sound]
```
